# The partition function of a finite real symmetric Hamiltonian is the sum of its eigenvalues' Boltzmann factors

For a real symmetric matrix `H` over a finite index set, the theorem states that the partition function tr exp(−bH) equals the sum of exp(−bλ) over the eigenvalues λ of `H`, counted with multiplicity. Here `b` plays the part of the inverse temperature, but it may be any real number, and its sign is not restricted. The attempt writes `H` as an orthogonal change of basis applied to the diagonal matrix of eigenvalues, and carries the exponential through that change of basis. The trace then removes the orthogonal matrices, and what is left is to compare the two sums term by term.

Lean 4 with Mathlib refuses this proof:

```lean
import Mathlib

open Matrix Filter Topology NormedSpace

namespace PartitionFnEqSum

noncomputable section

variable {n : Type*} [Fintype n] [DecidableEq n] {H : Matrix n n ℝ}

/-- The partition function `tr exp(-bH)` at inverse temperature `b`. -/
def partitionFn (b : ℝ) (H : Matrix n n ℝ) : ℝ :=
  (NormedSpace.exp ((-b) • H)).trace

/-- The partition function of a real symmetric matrix is the sum of the Boltzmann factors
of its eigenvalues. -/
theorem partitionFn_eq_sum (hH : H.IsHermitian) (b : ℝ) :
    partitionFn b H = ∑ i, Real.exp (-b * hH.eigenvalues i) := by
  -- diagonalise `H` by an orthogonal matrix
  obtain ⟨U, hU, hs⟩ : ∃ U : Matrix n n ℝ, U * star U = 1 ∧
      H = U * diagonal hH.eigenvalues * star U := by
    refine ⟨hH.eigenvectorUnitary,
      Matrix.mem_unitaryGroup_iff.1 hH.eigenvectorUnitary.2, ?_⟩
    have h := hH.spectral_theorem
    rw [Unitary.conjStarAlgAut_apply] at h
    exact h
  have hU' : star U * U = 1 := mul_eq_one_comm.1 hU
  have hinv : U⁻¹ = star U := Matrix.inv_eq_right_inv hU
  have hunit : IsUnit U := ⟨⟨U, star U, hU, hU'⟩, rfl⟩
  have hd : diagonal (fun i => -b * hH.eigenvalues i)
      = (-b) • diagonal hH.eigenvalues := by
    ext i j
    by_cases h : i = j
    · subst h
      simp
    · simp [h]
  have hs' : (-b) • H = U * diagonal (fun i => -b * hH.eigenvalues i) * U⁻¹ := by
    rw [hd, hinv, Matrix.mul_smul, Matrix.smul_mul, ← hs]
  -- the trace does not see the change of basis
  unfold partitionFn
  rw [hs', Matrix.exp_conj _ _ hunit, Matrix.trace_mul_comm, ← mul_assoc, hinv, hU',
    one_mul, Matrix.exp_diagonal, Matrix.trace_diagonal]
  refine Finset.sum_congr rfl fun i _ => ?_
  rw [Pi.exp_apply, Real.exp_eq_exp_ℝ]

end

end PartitionFnEqSum
```

Lean reports:

```
Main.lean:44:6: error(lean.unknownIdentifier): Unknown identifier `Pi.exp_apply`
Main.lean:18:63: error: unsolved goals
n : Type u_1
inst✝¹ : Fintype n
inst✝ : DecidableEq n
H : Matrix n n ℝ
hH : H.IsHermitian
b : ℝ
U : Matrix n n ℝ
hU : U * star U = 1
hs : H = U * diagonal hH.eigenvalues * star U
hU' : star U * U = 1
hinv : U⁻¹ = star U
hunit : IsUnit U
hd : (diagonal fun i => -b * hH.eigenvalues i) = -b • diagonal hH.eigenvalues
hs' : -b • H = (U * diagonal fun i => -b * hH.eigenvalues i) * U⁻¹
i : n
x✝ : i ∈ Finset.univ
⊢ exp (fun i => -b * hH.eigenvalues i) i = Real.exp (-b * hH.eigenvalues i)
```

The change, after which it compiles:

```diff
@@ -42,5 +42,9 @@
     one_mul, Matrix.exp_diagonal, Matrix.trace_diagonal]
   refine Finset.sum_congr rfl fun i _ => ?_
-  rw [Pi.exp_apply, Real.exp_eq_exp_ℝ]
+  -- evaluation at `i` is a continuous ring homomorphism, so it commutes with `exp`
+  have h := NormedSpace.map_exp (Pi.evalRingHom (fun _ : n => ℝ) i) (continuous_apply i)
+    (fun j => -b * hH.eigenvalues j)
+  rw [Real.exp_eq_exp_ℝ]
+  exact h
 
 end
```

Cause. The first message says that the name `Pi.exp_apply` does not resolve in this file. The second shows the goal this leaves open: the exponential of the function `fun i => -b * hH.eigenvalues i`, evaluated at `i`, must equal `Real.exp` of that function's value at `i`. The diagonalisation and the trace step have already gone through. Only this last pointwise fact is missing.

The repair derives it from `NormedSpace.map_exp`, which says that a continuous ring homomorphism commutes with the exponential. The homomorphism is evaluation at `i`, `Pi.evalRingHom`, and `continuous_apply i` supplies its continuity. The result, `h`, says that exponentiating the function and then evaluating at `i` gives the exponential of its value there. The rewrite with `Real.exp_eq_exp_ℝ`, kept from the original, turns `Real.exp` into the general exponential used in `h`. `exact h` then closes the goal, since applying `Pi.evalRingHom` to a function is by definition taking its value at `i`.
